# Phase-space displacements commute exactly when their symplectic product is an integer multiple of Planck's constant

Take one particle on a line with wavefunction $f(x)$. Translate it by a distance $a$ and then boost its momentum by $b$, and the result is $e^{ibx/\hbar}f(x-a)$. Boost first and translate afterwards, and the result is $e^{ib(x-a)/\hbar}f(x-a)$. The two outcomes differ only by the constant factor $e^{iab/\hbar}$. They always describe the same physical state, and they are also the same wavefunction when the area $ab$ is an integer multiple of $2\pi\hbar$, which is Planck's constant.

I would like to see this for general displacements, which shift position and momentum together:

$$(D(q,p)f)(x)=e^{ip(x-q/2)/\hbar}\,f(x-q).$$

The claim is that $D(q,p)D(r,s)=e^{i(pr-qs)/(2\hbar)}D(q+r,p+s)$, and that for $\hbar>0$ the two operators commute if and only if $pr-qs$ is an integer multiple of $2\pi\hbar$. Can this be made rigorous and checked by machine, including the "only if"?

## One exchange phase settles commuting and anticommuting

Yes, and for any finite number of coordinates. Let $x,q,p,r,s$ be real vectors with one component per coordinate, replace the products in the definition by dot products, and write

$$\sigma = p\cdot r-q\cdot s$$

for the symplectic product of the phase-space vectors $(q,p)$ and $(r,s)$. With one coordinate this is $pr-qs$.

**Composition.** Let $D(r,s)$ act first and $D(q,p)$ second:

$$(D(q,p)D(r,s)f)(x)=e^{ip\cdot(x-q/2)/\hbar}\,e^{is\cdot(x-q-r/2)/\hbar}\,f(x-q-r).$$

Multiplied by $\hbar$, the total angle is

$$p\cdot x+s\cdot x-\tfrac12 p\cdot q-s\cdot q-\tfrac12 s\cdot r .$$

The single displacement $D(q+r,p+s)$ moves the argument of $f$ to the same point, and its angle times $\hbar$ is

$$(p+s)\cdot\bigl(x-\tfrac12(q+r)\bigr)=p\cdot x+s\cdot x-\tfrac12p\cdot q-\tfrac12p\cdot r-\tfrac12s\cdot q-\tfrac12s\cdot r .$$

The first expression minus the second is $\tfrac12p\cdot r-\tfrac12q\cdot s=\sigma/2$. The dependence on $x$ has cancelled, so the mismatch is a constant phase:

$$D(q,p)D(r,s)=e^{i\sigma/(2\hbar)}D(q+r,p+s).$$

**Inverse.** For $(r,s)=(-q,-p)$ the symplectic product is $-p\cdot q+q\cdot p=0$, and $D(0,0)$ is the identity. Hence $D(q,p)D(-q,-p)=1$.

**Exchange.** Swapping the two displacements changes the sign of $\sigma$ and leaves the sums $q+r$ and $p+s$ alone, so $D(r,s)D(q,p)=e^{-i\sigma/(2\hbar)}D(q+r,p+s)$. Comparing the two products gives

$$D(q,p)D(r,s)=e^{i\sigma/\hbar}D(r,s)D(q,p).$$

No other factor would do. Suppose the relation also held with a complex number $c$ in place of $e^{i\sigma/\hbar}$. Apply both versions to the constant function $1$ and evaluate at $x=0$. The product $D(r,s)D(q,p)$ then gives a number $u$ of modulus one, and $e^{i\sigma/\hbar}u=cu$ forces $c=e^{i\sigma/\hbar}$. With at least one coordinate the constant function is not a normalisable state, but a Gaussian would serve as well, since all that matters is that $u\neq0$.

**The two conditions.** Commuting means $c=1$, so $e^{i\sigma/\hbar}=1$, which holds exactly when $\sigma/\hbar=2\pi n$ for an integer $n$. Anticommuting means $c=-1$. Multiplying $e^{i\sigma/\hbar}=-1$ by $e^{-i\pi}=-1$ turns it into $e^{i(\sigma/\hbar-\pi)}=1$, so $\sigma=(2n+1)\pi\hbar$.

**Total weight.** The phase in $D(q,p)$ has modulus one, so $|(D(q,p)f)(x)|=|f(x-q)|$, and a shift of the integration variable gives $\int|D(q,p)f|^2=\int|f|^2$.

Here is the complete Lean file.

```lean
import Mathlib

open MeasureTheory

namespace PhaseSpaceDisplacement

noncomputable section

variable {ι : Type*} [Fintype ι]

/-- The phase factor `exp(iθ)` of a real angle `θ`. -/
def phase (θ : ℝ) : ℂ := Complex.exp (θ * Complex.I)

/-- The symplectic product `p·r - q·s` of the phase-space vectors `(q,p)` and `(r,s)`. -/
def symplectic (q p r s : ι → ℝ) : ℝ := dotProduct p r - dotProduct q s

/-- The displacement operator
`(D(q,p)f)(x) = exp(i p·(x - q/2)/ħ) f(x - q)` on wavefunctions. -/
def displacement (ħ : ℝ) (q p : ι → ℝ) : Module.End ℂ ((ι → ℝ) → ℂ) where
  toFun f x := phase (dotProduct p (x - (1 / 2 : ℝ) • q) / ħ) * f (x - q)
  map_add' f g := by
    funext x
    exact mul_add _ _ _
  map_smul' c f := by
    funext x
    exact mul_left_comm _ _ _

/-- Phase factors multiply by adding their angles. -/
theorem phase_add (a b : ℝ) : phase (a + b) = phase a * phase b := by
  simp only [phase, Complex.ofReal_add, add_mul, Complex.exp_add]

/-- A phase factor equals one exactly when its angle is an integer multiple of `2π`. -/
theorem phase_eq_one_iff (θ : ℝ) :
    phase θ = 1 ↔ ∃ n : ℤ, θ = n * (2 * Real.pi) := by
  rw [phase, Complex.exp_eq_one_iff]
  refine exists_congr fun n => ?_
  constructor
  · intro h
    have h' : (θ : ℂ) = (((n : ℝ) * (2 * Real.pi) : ℝ) : ℂ) := by
      apply mul_right_cancel₀ Complex.I_ne_zero
      rw [h]
      push_cast
      ring
    exact Complex.ofReal_injective h'
  · intro h
    rw [h]
    push_cast
    ring

/-- Two successive displacements are the displacement by the sum, times a phase whose angle is
the symplectic product divided by `2ħ`. -/
theorem displacement_mul (ħ : ℝ) (q p r s : ι → ℝ) :
    displacement ħ q p * displacement ħ r s =
      phase (symplectic q p r s / (2 * ħ)) • displacement ħ (q + r) (p + s) := by
  refine LinearMap.ext fun f => funext fun x => ?_
  -- the angles collected on the two sides agree
  have h : dotProduct p (x - (1 / 2 : ℝ) • q) / ħ
        + dotProduct s (x - q - (1 / 2 : ℝ) • r) / ħ
      = symplectic q p r s / (2 * ħ)
        + dotProduct (p + s) (x - (1 / 2 : ℝ) • (q + r)) / ħ := by
    simp only [symplectic, dotProduct_sub, dotProduct_add, add_dotProduct, dotProduct_smul,
      smul_eq_mul, smul_add]
    rw [dotProduct_comm q s]
    ring
  change phase (dotProduct p (x - (1 / 2 : ℝ) • q) / ħ)
        * (phase (dotProduct s (x - q - (1 / 2 : ℝ) • r) / ħ) * f (x - q - r))
      = phase (symplectic q p r s / (2 * ħ))
        * (phase (dotProduct (p + s) (x - (1 / 2 : ℝ) • (q + r)) / ħ) * f (x - (q + r)))
  rw [← mul_assoc, ← mul_assoc, ← phase_add, ← phase_add, h, sub_sub x q r]

/-- The displacement by `(-q,-p)` followed by the displacement by `(q,p)` is the identity. -/
theorem displacement_mul_neg (ħ : ℝ) (q p : ι → ℝ) :
    displacement ħ q p * displacement ħ (-q) (-p) = 1 := by
  have h0 : symplectic q p (-q) (-p) = 0 := by
    simp only [symplectic, dotProduct_neg]
    rw [dotProduct_comm q p]
    ring
  have h1 : displacement ħ (0 : ι → ℝ) 0 = 1 := by
    refine LinearMap.ext fun f => funext fun x => ?_
    change phase (dotProduct 0 (x - (1 / 2 : ℝ) • (0 : ι → ℝ)) / ħ) * f (x - 0) = f x
    simp [phase]
  rw [displacement_mul, h0, add_neg_cancel, add_neg_cancel, h1]
  simp [phase]

/-- Exchanging two displacements costs a factor `c` exactly when `c` is the phase whose angle is
the symplectic product divided by `ħ`. -/
theorem exchange_iff (ħ : ℝ) (q p r s : ι → ℝ) (c : ℂ) :
    displacement ħ q p * displacement ħ r s = c • (displacement ħ r s * displacement ħ q p) ↔
      c = phase (symplectic q p r s / ħ) := by
  -- the symplectic product is antisymmetric, so the two half-phases add up
  have hex : displacement ħ q p * displacement ħ r s =
      phase (symplectic q p r s / ħ) • (displacement ħ r s * displacement ħ q p) := by
    have h : symplectic q p r s / ħ + symplectic r s q p / (2 * ħ)
        = symplectic q p r s / (2 * ħ) := by
      simp only [symplectic]
      rw [dotProduct_comm s q, dotProduct_comm r p]
      ring
    rw [displacement_mul ħ q p r s, displacement_mul ħ r s q p, smul_smul, ← phase_add, h,
      add_comm r q, add_comm s p]
  constructor
  · intro h
    rw [hex] at h
    -- on the constant wavefunction the product of displacements does not vanish
    have h0 := congrFun (LinearMap.congr_fun h (fun _ => 1)) 0
    change phase (symplectic q p r s / ħ) * (phase _ * (phase _ * 1))
      = c * (phase _ * (phase _ * 1)) at h0
    refine (mul_right_cancel₀ ?_ h0).symm
    exact mul_ne_zero (Complex.exp_ne_zero _) (mul_ne_zero (Complex.exp_ne_zero _) one_ne_zero)
  · intro h
    rw [h]
    exact hex

/-- Two displacements commute exactly when their symplectic product is an integer multiple
of `2πħ`. -/
theorem commute_iff {ħ : ℝ} (hħ : 0 < ħ) (q p r s : ι → ℝ) :
    Commute (displacement ħ q p) (displacement ħ r s) ↔
      ∃ n : ℤ, symplectic q p r s = n * (2 * Real.pi * ħ) := by
  have h := exchange_iff ħ q p r s 1
  rw [one_smul] at h
  rw [commute_iff_eq, h, eq_comm, phase_eq_one_iff]
  refine exists_congr fun n => ?_
  have hn : (n : ℝ) * (2 * Real.pi * ħ) = n * (2 * Real.pi) * ħ := by ring
  rw [hn, div_eq_iff hħ.ne']

/-- Two displacements anticommute exactly when their symplectic product is an odd multiple
of `πħ`. -/
theorem anticommute_iff {ħ : ℝ} (hħ : 0 < ħ) (q p r s : ι → ℝ) :
    displacement ħ q p * displacement ħ r s = -(displacement ħ r s * displacement ħ q p) ↔
      ∃ n : ℤ, symplectic q p r s = (2 * n + 1) * (Real.pi * ħ) := by
  have h := exchange_iff ħ q p r s (-1)
  have hneg : ∀ A : Module.End ℂ ((ι → ℝ) → ℂ), (-1 : ℂ) • A = -A := by
    intro A
    refine LinearMap.ext fun f => funext fun x => ?_
    change (-1 : ℂ) * A f x = -(A f x)
    exact neg_one_mul _
  rw [hneg] at h
  have hpi : phase (-Real.pi) = -1 := by
    rw [phase, Complex.ofReal_neg, neg_mul, Complex.exp_neg, Complex.exp_pi_mul_I]
    norm_num
  -- a half turn reduces the factor -1 to the factor 1
  have key : -1 = phase (symplectic q p r s / ħ) ↔
      phase (symplectic q p r s / ħ + -Real.pi) = 1 := by
    rw [phase_add, hpi]
    constructor <;> intro h' <;> linear_combination h'
  rw [h, key, phase_eq_one_iff]
  refine exists_congr fun n => ?_
  have hn : (2 * (n : ℝ) + 1) * (Real.pi * ħ) = (n * (2 * Real.pi) + Real.pi) * ħ := by ring
  rw [hn, ← div_eq_iff hħ.ne']
  constructor <;> intro h' <;> linarith

/-- A momentum boost by `b` and a translation by `a` along the same axis commute exactly when
the area `ab` is an integer multiple of `2πħ`. -/
theorem boost_translation_commute_iff [DecidableEq ι] {ħ : ℝ} (hħ : 0 < ħ) (j : ι) (a b : ℝ) :
    Commute (displacement ħ 0 (Pi.single j b)) (displacement ħ (Pi.single j a) 0) ↔
      ∃ n : ℤ, a * b = n * (2 * Real.pi * ħ) := by
  have h : symplectic 0 (Pi.single j b) (Pi.single j a) 0 = a * b := by
    simp [symplectic, mul_comm]
  rw [commute_iff hħ, h]

/-- A displacement preserves the total weight `∫ |f|²` of a wavefunction. -/
theorem lintegral_displacement (ħ : ℝ) (q p : ι → ℝ) (f : (ι → ℝ) → ℂ) :
    ∫⁻ x, ENNReal.ofReal (‖displacement ħ q p f x‖ ^ 2) =
      ∫⁻ x, ENNReal.ofReal (‖f x‖ ^ 2) := by
  have h : ∀ x, ‖displacement ħ q p f x‖ = ‖f (x - q)‖ := by
    intro x
    change ‖phase (dotProduct p (x - (1 / 2 : ℝ) • q) / ħ) * f (x - q)‖ = _
    rw [norm_mul, phase, Complex.norm_exp_ofReal_mul_I, one_mul]
  simp_rw [h]
  -- Lebesgue measure is translation invariant
  exact lintegral_sub_right_eq_self (fun y => ENNReal.ofReal (‖f y‖ ^ 2)) q

end

end PhaseSpaceDisplacement
```

```lean
#print axioms PhaseSpaceDisplacement.commute_iff
#print axioms PhaseSpaceDisplacement.anticommute_iff
#print axioms PhaseSpaceDisplacement.boost_translation_commute_iff
#print axioms PhaseSpaceDisplacement.lintegral_displacement
```

```
'PhaseSpaceDisplacement.commute_iff' depends on axioms: [propext, Classical.choice, Quot.sound]
'PhaseSpaceDisplacement.anticommute_iff' depends on axioms: [propext, Classical.choice, Quot.sound]
'PhaseSpaceDisplacement.boost_translation_commute_iff' depends on axioms: [propext, Classical.choice, Quot.sound]
'PhaseSpaceDisplacement.lintegral_displacement' depends on axioms: [propext, Classical.choice, Quot.sound]
```

## How the Lean statements encode the physics

The finite type `ι` labels the coordinates: one element for a particle on a line, $3N$ elements for $N$ particles in space. Positions and momenta are functions `ι → ℝ`, that is, real vectors, and `dotProduct` is their scalar product. With a one-element `ι`, such a vector is a single real number and the formulas of the question return.

A wavefunction is any function `(ι → ℝ) → ℂ`, with no demand of continuity, measurability or normalisation. `displacement ħ q p` is an element of `Module.End ℂ ((ι → ℝ) → ℂ)`, a complex-linear map from this space to itself; its fields `map_add'` and `map_smul'` supply the linearity. The product `*` of two such maps is composition with the right-hand factor acting first, and `•` multiplies an operator by a complex number.

Two conventions are fixed. `symplectic q p r s` is $p\cdot r-q\cdot s$, with this sign and this order of arguments. The offset $q/2$ in the phase is the symmetric choice, for which $D(-q,-p)$ inverts $D(q,p)$ with no leftover phase.

The theorems then read as follows.

- `displacement_mul` is the composition law, as an equality of operators.
- `displacement_mul_neg` says that $D(q,p)D(-q,-p)$ is the identity.
- `exchange_iff` says that a complex number $c$ satisfies $D(q,p)D(r,s)=c\,D(r,s)D(q,p)$ if and only if $c=e^{i\sigma/\hbar}$.
- `commute_iff` and `anticommute_iff` give the conditions $\sigma=2\pi\hbar n$ and $\sigma=(2n+1)\pi\hbar$, each for some integer $n$.
- `boost_translation_commute_iff` is the opening example, along any one axis `j`. The vector `Pi.single j b` has the entry $b$ at position `j` and zeros elsewhere.
- `lintegral_displacement` says that the total weight is preserved. The integral `∫⁻` takes values in $[0,\infty]$, so the equation also makes sense for functions that cannot be normalised.

The constant `ħ` is a real parameter that sets the unit of phase-space area. Only the two quantisation conditions and the boost–translation theorem assume that it is positive. Some such assumption is needed. At $\hbar=0$ Lean evaluates the quotients in the phases as zero, so every displacement becomes a pure translation and all of them commute. Yet for one coordinate with $(q,p)=(0,1)$ and $(r,s)=(1,0)$ the symplectic product is $1$, which is not an integer multiple of $0$. The anticommutation condition fails too: for $q=p=r=s=0$ the symplectic product is $0$, an odd multiple of $0$, but the identity does not anticommute with itself.

The Hilbert space of square-integrable functions is not constructed, so unitarity is not stated, although the inverse and the preserved weight are its main ingredients. Nor are the displacements derived as exponentials of position and momentum operators; the explicit formula is the definition.

In quantum information, grid-state codes for an oscillator use commuting displacements as stabilisers and an anticommuting pair as the logical Pauli operators of a qubit. The two conditions decide which pairs of displacements commute and which anticommute. They do not by themselves make a code: the logical operators must also commute with the stabilisers, and the stabilisers must leave room for a qubit. The model here has exact displacements acting on functions of finitely many coordinates, with no noise or finite squeezing.

## How the proof follows the calculation

`phase θ` abbreviates $e^{i\theta}$, and `phase_add` is the rule that phases multiply by adding their angles. `phase_eq_one_iff` says that $e^{i\theta}=1$ exactly when $\theta=2\pi n$. Mathlib has this for complex exponents, in the form $i\theta=n\cdot 2\pi i$; the lemma cancels the factor $i$ and returns to an equation between real numbers.

In `displacement_mul`, two operators are equal if they agree on every `f` at every `x`, which is how the proof begins. The intermediate fact `h` is the comparison of angles carried out above. The `simp only` call expands the dot products, `dotProduct_comm` identifies $q\cdot s$ with $s\cdot q$, and `ring` confirms that the remaining terms agree. The `change` step writes out both sides as explicit phases times a value of `f`. The last line merges the phases with `phase_add`, inserts `h`, and rewrites $x-q-r$ as $x-(q+r)$.

`displacement_mul_neg` applies this law after showing that the symplectic product vanishes (`h0`) and that the zero displacement is the identity (`h1`).

In `exchange_iff`, the fact `hex` is the exchange relation itself. It comes from two uses of the composition law, one for each order, together with the antisymmetry of $\sigma$. The direction from right to left is then immediate. For the other direction, the proof replaces the left-hand side by means of `hex`, applies both operators to the constant function `fun _ => 1`, and evaluates at the origin. What remains is an equation between complex numbers with a common factor. That factor is a product of exponentials and $1$, hence nonzero, and `mul_right_cancel₀` removes it.

`commute_iff` is `exchange_iff` at $c=1$, followed by `phase_eq_one_iff` and multiplication by $\hbar$. This last step uses positivity only to know that $\hbar\neq0$.

`anticommute_iff` takes $c=-1$. The fact `hpi` records that $e^{-i\pi}=-1$, and `key` uses it to turn the condition $e^{i\sigma/\hbar}=-1$ into $e^{i(\sigma/\hbar-\pi)}=1$, to which `phase_eq_one_iff` applies. The closing `linarith` moves $\pi$ across the equation.

`boost_translation_commute_iff` computes that the symplectic product is $ab$ in this case and quotes `commute_iff`. In `lintegral_displacement`, the fact `h` removes the phase from the modulus, and the translation invariance of Lebesgue measure does the rest.
